# The kinetic-energy-density term of a meta-GGA in one-dimensional plane waves is Hermitian, and positive semidefinite if its coefficient function is nonnegative

Let \(v\) be a real, continuously differentiable, \(2\pi\)-periodic function, and let \(K=k+G\) and \(K'=k+G'\) with \(k\) real and \(G,G'\) integers. Then

\[
\frac1{2\pi}\int_0^{2\pi} e^{-iKx}\Bigl[-\tfrac12\bigl(v\,(e^{iK'x})'\bigr)'\Bigr]dx=\tfrac12KK'\,\hat v(G-G'),
\qquad
\hat v(n)=\frac1{2\pi}\int_0^{2\pi}e^{-inx}v(x)\,dx .
\]

On any finite set of \(G\) these elements form a Hermitian matrix, which is positive semidefinite if \(v\ge0\).

In many meta-GGAs the exchange-correlation energy density depends on the kinetic-energy density, which in one dimension and in atomic units is half the sum of \(|\psi'|^2\) over the occupied orbitals. Meta-GGAs of this kind are meant here, and \(v\), called the potential below, stands for the partial derivative of the former density with respect to the latter. The result describes the resulting term of a plane-wave Hamiltonian in one dimension, for a fixed \(v\) and exact integrals; self-consistency and quadrature on a real-space grid are not treated.

## Plane waves, operator and matrix

```lean
import Mathlib

open Matrix
open scoped Real ComplexConjugate ComplexOrder

namespace MetaGGAPlaneWave

noncomputable section
```

The file loads Mathlib and switches on notation for \(\pi\), complex conjugation and matrices. It also opens the order on complex numbers in which \(0\le z\) means that \(z\) is real and nonnegative.

```lean
/-- The wave number `K = k + G`. -/
def waveNumber (k : ℝ) (G : ℤ) : ℝ := k + G
```

This is \(K=k+G\). The type `ℤ` makes \(G\) an integer, while \(k\) may be any real number.

```lean
/-- The plane wave `exp (i (k + G) x)`. -/
def planeWave (k : ℝ) (G : ℤ) (x : ℝ) : ℂ :=
  Complex.exp ((waveNumber k G : ℂ) * Complex.I * x)
```

The plane wave is \(e^{iKx}\), a complex function on the whole real line.

```lean
/-- The average of a function over the cell `[0, 2π]`. -/
def cellAvg (f : ℝ → ℂ) : ℂ := ((2 * π : ℝ) : ℂ)⁻¹ * ∫ x in (0 : ℝ)..(2 * π), f x
```

The cell average is \((2\pi)^{-1}\int_0^{2\pi}f\,dx\). The average of \(|e^{iKx}|^2\) is 1, so the plane waves are already normalised.

```lean
/-- The Fourier coefficient of the potential `v` at the integer `n`. -/
def vhat (v : ℝ → ℝ) (n : ℤ) : ℂ :=
  cellAvg fun x => Complex.exp (-((n : ℂ) * Complex.I * x)) * (v x : ℂ)
```

This is \(\hat v(n)\), with the sign convention \(e^{-inx}\).

```lean
/-- The product `v f'` of the potential and the gradient of an orbital. -/
def flux (v : ℝ → ℝ) (f : ℝ → ℂ) (x : ℝ) : ℂ := (v x : ℂ) * deriv f x
```

The flux is \(v f'\), where `deriv` is the actual derivative.

```lean
/-- The meta-GGA operator `f ↦ -(1/2) (v f')'`. -/
def tauOp (v : ℝ → ℝ) (f : ℝ → ℂ) (x : ℝ) : ℂ := -(1 / 2) * deriv (flux v f) x
```

The operator sends \(f\) to \(-\tfrac12(vf')'\). The code calls it the meta-GGA operator, but it is only the term that comes from the kinetic-energy density; the multiplicative part of the exchange-correlation potential is not included.

```lean
/-- The matrix of the meta-GGA operator between the plane waves of a finite set `S`. -/
def tauMatrix (v : ℝ → ℝ) (k : ℝ) (S : Finset ℤ) : Matrix S S ℂ := fun G G' =>
  cellAvg fun x => conj (planeWave k G x) * tauOp v (planeWave k G') x
```

The matrix, written \(M\) below, has rows and columns labelled by the elements of the finite set `S`. Its entries are defined as matrix elements of the operator, so the closed formula remains to be proved.

```lean
/-- The orbital with plane-wave coefficients `c`. -/
def orbital (k : ℝ) (S : Finset ℤ) (c : S → ℂ) (x : ℝ) : ℂ :=
  ∑ G : S, c G * planeWave k G x
```

An orbital is \(\psi(x)=\sum_{G\in S}c_G\,e^{i(k+G)x}\). The coefficients need not be normalised.

## Products and derivatives of plane waves

```lean
lemma waveNumber_neg (k : ℝ) (G : ℤ) : waveNumber (-k) (-G) = -waveNumber k G := by
  simp only [waveNumber, Int.cast_neg]
  ring
```

Reversing the signs of \(k\) and \(G\) reverses the sign of \(K\).

```lean
lemma conj_planeWave (k : ℝ) (G : ℤ) (x : ℝ) :
    conj (planeWave k G x) = planeWave (-k) (-G) x := by
  simp only [planeWave, ← Complex.exp_conj, map_mul, Complex.conj_ofReal, Complex.conj_I,
    waveNumber_neg, Complex.ofReal_neg]
  congr 1
  ring
```

Hence the conjugate of a plane wave is again a plane wave, with labels \(-k\) and \(-G\).

```lean
/-- In the product of a conjugated and a plain plane wave the Bloch phase `k` cancels. -/
lemma conj_mul_planeWave (k : ℝ) (G G' : ℤ) (x : ℝ) :
    conj (planeWave k G x) * planeWave k G' x
      = Complex.exp (-(((G - G' : ℤ) : ℂ) * Complex.I * x)) := by
  rw [conj_planeWave]
  simp only [planeWave, ← Complex.exp_add, waveNumber_neg]
  congr 1
  simp only [waveNumber]
  push_cast
  ring
```

The product \(e^{-iKx}e^{iK'x}\) equals \(e^{-i(G-G')x}\), which no longer contains \(k\).

```lean
/-- The derivative of a plane wave is `i K` times the plane wave. -/
lemma hasDerivAt_planeWave (k : ℝ) (G : ℤ) (x : ℝ) :
    HasDerivAt (planeWave k G) ((waveNumber k G : ℂ) * Complex.I * planeWave k G x) x := by
  have h0 : HasDerivAt (fun y : ℝ => (y : ℂ)) 1 x := by
    simpa using (hasDerivAt_id x).ofReal_comp
  have h := (h0.const_mul ((waveNumber k G : ℂ) * Complex.I)).cexp
  exact h.congr_deriv (by simp only [planeWave]; ring)
```

`HasDerivAt f f' x` says that `f` has derivative `f'` at `x`. Here the chain rule gives \((e^{iKx})'=iK\,e^{iKx}\).

```lean
lemma continuous_planeWave (k : ℝ) (G : ℤ) : Continuous (planeWave k G) :=
  continuous_iff_continuousAt.2 fun x => (hasDerivAt_planeWave k G x).continuousAt
```

Being differentiable, plane waves are continuous.

```lean
lemma hasDerivAt_flux {v : ℝ → ℝ} (hv : ContDiff ℝ 1 v) (k : ℝ) (G : ℤ) (x : ℝ) :
    HasDerivAt (flux v (planeWave k G))
      (((deriv v x : ℝ) : ℂ) * ((waveNumber k G : ℂ) * Complex.I * planeWave k G x)
        + (v x : ℂ) * ((waveNumber k G : ℂ) * Complex.I *
          ((waveNumber k G : ℂ) * Complex.I * planeWave k G x))) x := by
  have e : flux v (planeWave k G)
      = fun y => (v y : ℂ) * ((waveNumber k G : ℂ) * Complex.I * planeWave k G y) := by
    funext y
    rw [flux, (hasDerivAt_planeWave k G y).deriv]
  have h0 : HasDerivAt v (deriv v x) x := (hv.differentiable (by norm_num) x).hasDerivAt
  rw [e]
  exact h0.ofReal_comp.fun_mul ((hasDerivAt_planeWave k G x).const_mul _)
```

The hypothesis `ContDiff ℝ 1 v` says that \(v\) is continuously differentiable. The product rule then gives

\[
\bigl(v\,iKe^{iKx}\bigr)'=v'\,iKe^{iKx}+v\,(iK)^2e^{iKx}.
\]

```lean
lemma exp_cell (n : ℤ) :
    Complex.exp (-((n : ℂ) * Complex.I * ((2 * π : ℝ) : ℂ))) = 1 := by
  have h := Complex.exp_int_mul_two_pi_mul_I (-n)
  have e : -((n : ℂ) * Complex.I * ((2 * π : ℝ) : ℂ))
      = ((-n : ℤ) : ℂ) * (2 * π * Complex.I) := by
    push_cast
    ring
  rw [e, h]
```

For an integer \(n\), \(e^{-2\pi in}=1\).

## The matrix element by integration by parts

```lean
/-- The matrix element of the meta-GGA operator between two plane waves is
`(1/2) K K' vhat (G - G')`. -/
theorem tau_matrix_element {v : ℝ → ℝ} (hv : ContDiff ℝ 1 v)
    (hp : Function.Periodic v (2 * π)) (k : ℝ) (G G' : ℤ) :
    cellAvg (fun x => conj (planeWave k G x) * tauOp v (planeWave k G') x)
      = 1 / 2 * (waveNumber k G : ℂ) * (waveNumber k G' : ℂ) * vhat v (G - G') := by
  have hc : Continuous (deriv (flux v (planeWave k G'))) := by
    have h1 := continuous_planeWave k G'
    have h2 : Continuous fun x => ((deriv v x : ℝ) : ℂ) :=
      Complex.continuous_ofReal.comp (hv.continuous_deriv (by norm_num))
    have h3 : Continuous fun x => (v x : ℂ) := Complex.continuous_ofReal.comp hv.continuous
    rw [funext fun x => (hasDerivAt_flux hv k G' x).deriv]
    exact (h2.mul (continuous_const.mul h1)).add
      (h3.mul (continuous_const.mul (continuous_const.mul h1)))
  -- integration by parts over the cell
  have ibp := intervalIntegral.integral_mul_deriv_eq_deriv_mul (a := 0) (b := 2 * π)
    (fun x _ => hasDerivAt_planeWave (-k) (-G) x)
    (fun x _ => (hasDerivAt_flux hv k G' x).differentiableAt.hasDerivAt)
    ((continuous_const.mul (continuous_planeWave (-k) (-G))).intervalIntegrable _ _)
    (hc.intervalIntegrable _ _)
  have hprod : ∀ x, planeWave (-k) (-G) x * flux v (planeWave k G') x
      = (waveNumber k G' : ℂ) * Complex.I *
        (Complex.exp (-(((G - G' : ℤ) : ℂ) * Complex.I * x)) * (v x : ℂ)) := by
    intro x
    rw [flux, (hasDerivAt_planeWave k G' x).deriv, ← conj_mul_planeWave k G G' x,
      conj_planeWave]
    ring
  -- the boundary term vanishes by periodicity
  have hbd : planeWave (-k) (-G) (2 * π) * flux v (planeWave k G') (2 * π)
      - planeWave (-k) (-G) 0 * flux v (planeWave k G') 0 = 0 := by
    have hv2 : v (2 * π) = v 0 := by simpa using hp 0
    rw [hprod (2 * π), hprod 0, exp_cell, hv2]
    simp
  have hin : ∀ x, (waveNumber (-k) (-G) : ℂ) * Complex.I * planeWave (-k) (-G) x
        * flux v (planeWave k G') x
      = (waveNumber k G : ℂ) * (waveNumber k G' : ℂ) *
        (Complex.exp (-(((G - G' : ℤ) : ℂ) * Complex.I * x)) * (v x : ℂ)) := by
    intro x
    rw [waveNumber_neg, Complex.ofReal_neg]
    linear_combination (-(waveNumber k G : ℂ) * Complex.I) * hprod x
      - ((waveNumber k G : ℂ) * (waveNumber k G' : ℂ) *
        (Complex.exp (-(((G - G' : ℤ) : ℂ) * Complex.I * x)) * (v x : ℂ))) * Complex.I_sq
  have hswap : ∀ x, conj (planeWave k G x) * tauOp v (planeWave k G') x
      = -(1 / 2) * (planeWave (-k) (-G) x * deriv (flux v (planeWave k G')) x) := by
    intro x
    rw [conj_planeWave, tauOp]
    ring
  simp only [cellAvg, vhat, hswap]
  rw [intervalIntegral.integral_const_mul, ibp, hbd]
  simp only [hin]
  rw [intervalIntegral.integral_const_mul]
  ring
```

The hypotheses are that \(v\) is continuously differentiable (`hv`) and \(2\pi\)-periodic (`hp`). By hand, set \(F=v\,(e^{iK'x})'=iK'v\,e^{iK'x}\) and integrate by parts:

\[
\int_0^{2\pi}e^{-iKx}F'\,dx=\Bigl[e^{-iKx}F\Bigr]_0^{2\pi}+iK\int_0^{2\pi}e^{-iKx}F\,dx .
\]

For general \(k\) neither factor in the bracket is periodic, but their product is:

\[
e^{-iKx}F=iK'\,e^{-i(G-G')x}\,v(x).
\]

The boundary term therefore vanishes. Since \(iK\cdot iK'=-KK'\), what remains is

\[
\int_0^{2\pi}e^{-iKx}F'\,dx=-KK'\int_0^{2\pi}e^{-i(G-G')x}v\,dx .
\]

Multiplying by \(-\tfrac12(2\pi)^{-1}\) gives \(\tfrac12KK'\hat v(G-G')\).

In the proof, `hc` shows that \(F'\) is continuous, hence integrable, and `ibp` is the integration by parts. The product formula is `hprod`, the vanishing boundary term is `hbd`, and `hin` rewrites the remaining integrand. The last lines collect the constants.

## Hermiticity

```lean
/-- For a real potential the Fourier coefficients at `-n` and `n` are complex conjugates. -/
theorem vhat_neg (v : ℝ → ℝ) (n : ℤ) : vhat v (-n) = conj (vhat v n) := by
  have h : (0 : ℝ) ≤ 2 * π := by positivity
  simp only [vhat, cellAvg, intervalIntegral.integral_of_le h, map_mul, map_inv₀,
    ← integral_conj, Complex.conj_ofReal, ← Complex.exp_conj, map_neg, Complex.conj_I,
    map_intCast]
  simp only [Int.cast_neg, neg_mul, mul_neg]
```

Because \(v\) is real, conjugating \(e^{-inx}v\) gives \(e^{inx}v\). Taking the conjugation inside the integral yields \(\hat v(-n)=\overline{\hat v(n)}\).

```lean
/-- The meta-GGA matrix on a finite set of plane waves is Hermitian. -/
theorem tauMatrix_isHermitian {v : ℝ → ℝ} (hv : ContDiff ℝ 1 v)
    (hp : Function.Periodic v (2 * π)) (k : ℝ) (S : Finset ℤ) :
    (tauMatrix v k S).IsHermitian := by
  refine Matrix.IsHermitian.ext fun i j => ?_
  have h := vhat_neg v ((j : ℤ) - i)
  rw [neg_sub] at h
  have e : ∀ a b : S, tauMatrix v k S a b = _ := fun a b => tau_matrix_element hv hp k a b
  rw [e j i, e i j, h, ← starRingEnd_apply]
  simp only [map_mul, Complex.conj_ofReal, map_div₀, map_one, map_ofNat]
  ring
```

With \(K\) and \(K'\) real, the closed formula gives

\[
\overline{M_{G'G}}=\tfrac12K'K\,\overline{\hat v(G'-G)}=\tfrac12KK'\,\hat v(G-G')=M_{GG'} .
\]

The proof checks this entry by entry, with `i` and `j` in the roles of \(G\) and \(G'\). The step `h` is the conjugation rule for \(\hat v\), and `e` is the closed formula.

## The quadratic form and its sign

```lean
/-- The quadratic form of the meta-GGA matrix is half the cell average of `v |ψ'|²`, where
`ψ` is the orbital with the given coefficients. -/
theorem tau_quadratic_form {v : ℝ → ℝ} (hv : ContDiff ℝ 1 v)
    (hp : Function.Periodic v (2 * π)) (k : ℝ) (S : Finset ℤ) (c : S → ℂ) :
    star c ⬝ᵥ (tauMatrix v k S *ᵥ c)
      = ((1 / 2 * ((2 * π)⁻¹ *
          ∫ x in (0 : ℝ)..(2 * π), v x * ‖deriv (orbital k S c) x‖ ^ 2) : ℝ) : ℂ) := by
  have hd : ∀ x, deriv (orbital k S c) x
      = ∑ G : S, c G * ((waveNumber k G : ℂ) * Complex.I * planeWave k G x) := fun x =>
    (HasDerivAt.fun_sum fun (G : S) _ =>
      (hasDerivAt_planeWave k G x).const_mul (c G)).deriv
  -- expand the density into pairs of plane waves
  have hpt : ∀ x, ((v x * ‖deriv (orbital k S c) x‖ ^ 2 : ℝ) : ℂ)
      = ∑ G : S, ∑ G' : S,
        (conj (c G) * c G' * (waveNumber k G : ℂ) * (waveNumber k G' : ℂ)) *
        (Complex.exp (-((((G : ℤ) - (G' : ℤ) : ℤ) : ℂ) * Complex.I * x)) * (v x : ℂ)) := by
    intro x
    rw [Complex.ofReal_mul, Complex.ofReal_pow, ← Complex.conj_mul', hd, map_sum,
      Finset.sum_mul_sum, Finset.mul_sum]
    refine Finset.sum_congr rfl fun G _ => ?_
    rw [Finset.mul_sum]
    refine Finset.sum_congr rfl fun G' _ => ?_
    rw [← conj_mul_planeWave k G G' x]
    simp only [map_mul, Complex.conj_ofReal, Complex.conj_I]
    linear_combination (-((v x : ℂ) * conj (c G) * c G' * (waveNumber k G : ℂ) *
      (waveNumber k G' : ℂ) * conj (planeWave k G x) * planeWave k G' x)) * Complex.I_sq
  have hE : ∀ n : ℤ, Continuous fun x : ℝ =>
      Complex.exp (-((n : ℂ) * Complex.I * x)) * (v x : ℂ) := by
    intro n
    have hvc := hv.continuous
    fun_prop
  have hI : ((∫ x in (0 : ℝ)..(2 * π), v x * ‖deriv (orbital k S c) x‖ ^ 2 : ℝ) : ℂ)
      = ∑ G : S, ∑ G' : S,
        (conj (c G) * c G' * (waveNumber k G : ℂ) * (waveNumber k G' : ℂ)) *
        ∫ x in (0 : ℝ)..(2 * π),
          Complex.exp (-((((G : ℤ) - (G' : ℤ) : ℤ) : ℂ) * Complex.I * x)) * (v x : ℂ) := by
    rw [← intervalIntegral.integral_ofReal]
    simp only [hpt]
    rw [intervalIntegral.integral_finsetSum]
    · refine Finset.sum_congr rfl fun G _ => ?_
      rw [intervalIntegral.integral_finsetSum]
      · exact Finset.sum_congr rfl fun G' _ => intervalIntegral.integral_const_mul _ _
      · intro G' _
        refine Continuous.intervalIntegrable ?_ _ _
        exact continuous_const.mul (hE ((G : ℤ) - (G' : ℤ)))
    · intro G _
      refine Continuous.intervalIntegrable ?_ _ _
      refine continuous_finsetSum _ fun G' _ => ?_
      exact continuous_const.mul (hE ((G : ℤ) - (G' : ℤ)))
  have e : ∀ a b : S, tauMatrix v k S a b = _ := fun a b => tau_matrix_element hv hp k a b
  rw [Complex.ofReal_mul, Complex.ofReal_mul, hI]
  simp only [dotProduct, Matrix.mulVec, e, vhat, cellAvg, Pi.star_apply, Finset.mul_sum]
  refine Finset.sum_congr rfl fun G _ => Finset.sum_congr rfl fun G' _ => ?_
  rw [← starRingEnd_apply]
  push_cast
  ring
```

In ordinary notation the theorem reads

\[
\sum_{G,G'\in S}\overline{c_G}\,M_{GG'}\,c_{G'}=\frac12\cdot\frac1{2\pi}\int_0^{2\pi}v\,|\psi'|^2\,dx .
\]

The right-hand side is a real number regarded as a complex one, so the statement includes the reality of the form. To derive it, write \(K_G=k+G\) and differentiate the orbital:

\[
\psi'=\sum_{G\in S} c_G\,iK_G\,e^{iK_Gx}.
\]

Since \(\overline{i}\,i=1\),

\[
|\psi'|^2=\sum_{G,G'\in S}\overline{c_G}\,c_{G'}\,K_GK_{G'}\,e^{-i(G-G')x}.
\]

Multiplying by \(v\) and averaging over the cell turns each exponential into \(\hat v(G-G')\). Half of the result is the double sum of \(\overline{c_G}M_{GG'}c_{G'}\), by the closed formula.

In Lean, `hd` is the derivative of the orbital and `hpt` is the expansion at each point. The continuity in `hE` allows `hI` to exchange the finite sums with the integral.

```lean
/-- For a nonnegative potential the meta-GGA matrix is positive semidefinite. -/
theorem tauMatrix_posSemidef {v : ℝ → ℝ} (hv : ContDiff ℝ 1 v)
    (hp : Function.Periodic v (2 * π)) (hpos : ∀ x, 0 ≤ v x) (k : ℝ) (S : Finset ℤ) :
    (tauMatrix v k S).PosSemidef := by
  refine Matrix.PosSemidef.of_dotProduct_mulVec_nonneg
    (tauMatrix_isHermitian hv hp k S) fun c => ?_
  rw [tau_quadratic_form hv hp, Complex.zero_le_real]
  have h : 0 ≤ ∫ x in (0 : ℝ)..(2 * π), v x * ‖deriv (orbital k S c) x‖ ^ 2 :=
    intervalIntegral.integral_nonneg (by positivity)
      fun x _ => mul_nonneg (hpos x) (sq_nonneg _)
  exact mul_nonneg (by norm_num) (mul_nonneg (by positivity) h)
```

`PosSemidef` means that the matrix is Hermitian and its quadratic form is nonnegative for every coefficient vector. The first part is already proved. For the second, `hpos` says \(v\ge0\) everywhere, so \(v|\psi'|^2\ge0\) and its integral is nonnegative.

```lean
/-- If the integral of `v` over the cell is negative and the basis contains a plane wave with
`K ≠ 0`, the meta-GGA matrix is not positive semidefinite. -/
theorem tauMatrix_not_posSemidef {v : ℝ → ℝ} (hv : ContDiff ℝ 1 v)
    (hp : Function.Periodic v (2 * π)) (hneg : ∫ x in (0 : ℝ)..(2 * π), v x < 0)
    (k : ℝ) (S : Finset ℤ) (G : S) (hK : waveNumber k G ≠ 0) :
    ¬ (tauMatrix v k S).PosSemidef := by
  intro h
  have h0 : 0 ≤ tauMatrix v k S G G := h.diag_nonneg
  -- the diagonal element is `K² / 2` times the mean of `v`
  have e : tauMatrix v k S G G = ((1 / 2 * waveNumber k G ^ 2 *
      ((2 * π)⁻¹ * ∫ x in (0 : ℝ)..(2 * π), v x) : ℝ) : ℂ) := by
    refine (tau_matrix_element hv hp k G G).trans ?_
    simp only [sub_self, vhat, cellAvg, Int.cast_zero, zero_mul, neg_zero,
      Complex.exp_zero, one_mul, intervalIntegral.integral_ofReal]
    push_cast
    ring
  rw [e, Complex.zero_le_real] at h0
  have h1 : 1 / 2 * waveNumber k G ^ 2 *
      ((2 * π)⁻¹ * ∫ x in (0 : ℝ)..(2 * π), v x) < 0 :=
    mul_neg_of_pos_of_neg (by positivity) (mul_neg_of_pos_of_neg (by positivity) hneg)
  linarith

end

end MetaGGAPlaneWave
```

Here the integral of \(v\) over the cell is negative, and the basis contains a wave with \(K\ne0\). Setting \(G'=G\) in the closed formula gives

\[
M_{GG}=\tfrac12K^2\,\hat v(0)=\tfrac12K^2\,\frac1{2\pi}\int_0^{2\pi}v\,dx<0 .
\]

A positive semidefinite matrix has nonnegative diagonal elements, so \(M\) is not positive semidefinite. The two sign theorems leave undecided a potential that is negative in places but has a nonnegative integral.

```lean
#print axioms MetaGGAPlaneWave.tauMatrix_posSemidef
-- 'MetaGGAPlaneWave.tauMatrix_posSemidef' depends on axioms: [propext, Classical.choice, Quot.sound]
#print axioms MetaGGAPlaneWave.tauMatrix_not_posSemidef
-- 'MetaGGAPlaneWave.tauMatrix_not_posSemidef' depends on axioms: [propext, Classical.choice, Quot.sound]
```
